# Band energy as a quadratic function of the filling, up to half filling, for a uniform density of states on two symmetric subbands

The density of states is constant on the two subbands `a ≤ |E| ≤ b`, with `0 ≤ a < b`, and zero elsewhere; its height `1 / (2 * (b - a))` makes its total integral one. All states up to a Fermi level `μ` are occupied, and the band energy is the integral of `E` times the density over them, with no interaction term. The lemma says that if the filling `f` is at most 1/2, this energy is `-b * f + (b - a) * f ^ 2`. The attempt applies `integral_occupied`, which splits an integral over the occupied states between the two subbands, once to the constant 1 for the filling and once to `E` for the energy. It then shows that the upper subband contributes nothing, finds from `f` how far the lower one is filled, and substitutes.

This version doesn't compile in Lean 4 with Mathlib:

```lean
import Mathlib

open MeasureTheory Set

namespace BandEnergyOfFilling

noncomputable section

/-- The uniform density of states on the two subbands `a ≤ |E| ≤ b`, for `0 ≤ a < b`. -/
def gappedDOS (a b E : ℝ) : ℝ := if a ≤ |E| ∧ |E| ≤ b then 1 / (2 * (b - a)) else 0

/-- The filling: the number of states up to the Fermi level `μ`. -/
def filling (D : ℝ → ℝ) (μ : ℝ) : ℝ := ∫ E in Iic μ, D E

/-- The band energy: the sum of the energies of all states up to the Fermi level `μ`. -/
def bandEnergy (D : ℝ → ℝ) (μ : ℝ) : ℝ := ∫ E in Iic μ, E * D E

variable {a b : ℝ}

/-- For `0 ≤ a`, the integral of a continuous quantity `g` over the occupied states is the
sum of its integrals over the occupied parts of the two subbands, times the height of the density. -/
theorem integral_occupied (ha : 0 ≤ a) {g : ℝ → ℝ} (hg : Continuous g) (μ : ℝ) :
    ∫ E in Iic μ, g E * gappedDOS a b E =
      ((∫ E in (-b)..(max (-b) (min μ (-a))), g E) + ∫ E in a..(max a (min μ b)), g E)
        / (2 * (b - a)) := by
  -- one subband, cut off at the Fermi level
  have piece : ∀ c d : ℝ, ∫ E in Iic μ, (Ioc c d).indicator g E =
      ∫ E in c..(max c (min μ d)), g E := by
    intro c d
    have hs : Iic μ ∩ Ioc c d = Ioc c (max c (min μ d)) := by
      ext x
      simp only [mem_inter_iff, mem_Iic, mem_Ioc, le_max_iff, le_min_iff]
      constructor
      · rintro ⟨h1, h2, h3⟩
        exact ⟨h2, Or.inr ⟨h1, h3⟩⟩
      · rintro ⟨h1, h2 | h2⟩
        · exact absurd h2 (not_le_of_gt h1)
        · exact ⟨h2.1, h1, h2.2⟩
    rw [setIntegral_indicator measurableSet_Ioc, hs,
      intervalIntegral.integral_of_le (le_max_left _ _)]
  have hi : ∀ c d : ℝ, Integrable ((Ioc c d).indicator g) (volume.restrict (Iic μ)) :=
    fun c d => ((integrable_indicator_iff measurableSet_Ioc).2 hg.integrableOn_Ioc).integrableOn
  -- apart from two band edges, the density is a sum of two indicators
  have hae : ∀ᵐ E ∂(volume.restrict (Iic μ)), g E * gappedDOS a b E =
      ((Ioc (-b) (-a)).indicator g E + (Ioc a b).indicator g E) / (2 * (b - a)) := by
    have h1 : ∀ᵐ E : ℝ, E ≠ -b := by simp [ae_iff]
    have h2 : ∀ᵐ E : ℝ, E ≠ a := by simp [ae_iff]
    filter_upwards [ae_restrict_of_ae h1, ae_restrict_of_ae h2] with E e1 e2
    unfold gappedDOS
    by_cases m1 : E ∈ Ioc (-b) (-a)
    · have n2 : E ∉ Ioc a b := fun h => by linarith [h.1, m1.2]
      have hc : a ≤ |E| ∧ |E| ≤ b := by
        rw [abs_of_nonpos (by linarith [m1.2])]
        constructor <;> linarith [m1.1, m1.2]
      rw [if_pos hc, indicator_of_mem m1, indicator_of_notMem n2]
      ring
    · by_cases m2 : E ∈ Ioc a b
      · have hc : a ≤ |E| ∧ |E| ≤ b := by
          rw [abs_of_nonneg (by linarith [m2.1])]
          exact ⟨m2.1.le, m2.2⟩
        rw [if_pos hc, indicator_of_notMem m1, indicator_of_mem m2]
        ring
      · have hc : ¬(a ≤ |E| ∧ |E| ≤ b) := by
          rintro ⟨h3, h4⟩
          rcases le_total 0 E with h | h
          · rw [abs_of_nonneg h] at h3 h4
            exact m2 ⟨lt_of_le_of_ne h3 (Ne.symm e2), h4⟩
          · rw [abs_of_nonpos h] at h3 h4
            exact m1 ⟨lt_of_le_of_ne (by linarith) (Ne.symm e1), by linarith⟩
        rw [if_neg hc, indicator_of_notMem m1, indicator_of_notMem m2]
        ring
  rw [integral_congr_ae hae, integral_div, integral_add (hi _ _) (hi _ _), piece, piece]

/-- For `0 ≤ a < b`, a gapped band with filling `f ≤ 1/2` has band energy `-b f + (b - a) f²`. -/
theorem bandEnergy_of_filling (ha : 0 ≤ a) (hab : a < b) {f μ : ℝ}
    (hμ : filling (gappedDOS a b) μ = f) (hf : f ≤ 1 / 2) :
    bandEnergy (gappedDOS a b) μ = -b * f + (b - a) * f ^ 2 := by
  have hd : 2 * (b - a) ≠ 0 := ne_of_gt (by linarith)
  have hF := integral_occupied ha (g := fun _ => 1) continuous_const μ
  simp only [one_mul, intervalIntegral.integral_const, smul_eq_mul, mul_one] at hF
  have hE := integral_occupied ha (g := fun E => E) continuous_id μ
  simp only [integral_id] at hE
  rw [filling, hF, div_eq_iff hd] at hμ
  -- up to half filling the upper subband is empty
  have hx2 : max a (min μ b) = a := by
    rcases le_or_gt μ a with h | h
    · exact max_eq_left ((min_le_left _ _).trans h)
    · exfalso
      have h1 : max (-b) (min μ (-a)) = -a := by
        rw [min_eq_right (by linarith), max_eq_right (by linarith)]
      have h2 : a < max a (min μ b) := lt_max_of_lt_right (lt_min h hab)
      rw [h1] at hμ
      nlinarith [mul_nonneg (sub_nonneg.2 hf) (sub_pos.2 hab).le]
  rw [hx2] at hμ
  have hx1 : max (-b) (min μ (-a)) = -b + 2 * (b - a) * f := by linarith
  rw [bandEnergy, hE, hx2, hx1, div_eq_iff hd]
  ring

end

end BandEnergyOfFilling
```

Compiling this gives:

```
Main.lean:79:13: error: don't know how to synthesize implicit argument `b`
  @integral_occupied a ?m.85 ha (fun x => 1) continuous_const μ
context:
a b : ℝ
ha : 0 ≤ a
hab : a < b
f μ : ℝ
hμ : filling (gappedDOS a b) μ = f
hf : f ≤ 1 / 2
hd : 2 * (b - a) ≠ 0
⊢ ℝ
Main.lean:79:7: error: failed to infer `have` declaration type
Main.lean:77:63: error: unsolved goals
a b : ℝ
ha : 0 ≤ a
hab : a < b
f μ : ℝ
hμ : filling (gappedDOS a b) μ = f
hf : f ≤ 1 / 2
hd : 2 * (b - a) ≠ 0
⊢ bandEnergy (gappedDOS a b) μ = -b * f + (b - a) * f ^ 2
```

Lean accepts the file once it reads:

```diff
@@ -77,7 +77,7 @@
     bandEnergy (gappedDOS a b) μ = -b * f + (b - a) * f ^ 2 := by
   have hd : 2 * (b - a) ≠ 0 := ne_of_gt (by linarith)
-  have hF := integral_occupied ha (g := fun _ => 1) continuous_const μ
+  have hF := integral_occupied (b := b) ha (g := fun _ => 1) continuous_const μ
   simp only [one_mul, intervalIntegral.integral_const, smul_eq_mul, mul_one] at hF
-  have hE := integral_occupied ha (g := fun E => E) continuous_id μ
+  have hE := integral_occupied (b := b) ha (g := fun E => E) continuous_id μ
   simp only [integral_id] at hE
   rw [filling, hF, div_eq_iff hd] at hμ
```

Diagnosis. The first message says that Lean cannot find the implicit argument `b` of `integral_occupied`. In that lemma `b` occurs only in the conclusion: `ha : 0 ≤ a` fixes `a`, while `g` and `μ` are given, but no argument mentions `b`. It could still be found by matching the conclusion against an expected type, but `have hF := ...` states none. That a variable named `b` is in the context does not help, since Lean does not fill implicit arguments by name.

The other two messages follow from this. The type of `hF` contains the unknown `b`, so it cannot be inferred; and the proof stops there, leaving the main goal unsolved.

The repair passes the upper band edge explicitly with `(b := b)`. The line for `hE` has the same gap and gets the same change; it drew no message because Lean had not got that far.
